# Inversion symmetry makes third-order k·p products vanish in a band subspace of definite parity

In k·p theory, a third-order product takes a band subspace through three momentum couplings, with two intermediate operators between them, and back to the same subspace. The lemma `cubic_tensor_vanishes` says that `P * (π a * R₁ * π b * R₂ * π c) * P = 0` for every choice of the three components. It is stated in an arbitrary complex algebra: the inversion `J` squares to one, `P` has definite parity in the sense that `J * P` and `P * J` both equal `s • P`, each `π a` anticommutes with `J`, and `R₁` and `R₂` commute with it. The proof takes the case `n = 2` of the general result `odd_order_vanishes`, with the couplings and intermediate operators written as sequences defined by `if`, and then unfolds the chain.

The failing Lean file:

```lean
import Mathlib

open Matrix

namespace InversionKP

noncomputable section

variable {A : Type*} [Ring A] [Algebra ℂ A]

/-- The perturbation chain `V₀ R₁ V₁ ⋯ Rₙ Vₙ`, with `n + 1` couplings `V` and
`n` intermediate operators `R`. -/
def chain {A : Type*} [Ring A] (V R : ℕ → A) : ℕ → A
  | 0 => V 0
  | n + 1 => chain V R n * R (n + 1) * V (n + 1)

/-- Moving inversion through a chain of `n + 1` odd couplings and even intermediate
operators gives the sign `(-1)^(n+1)`. -/
theorem chain_parity {J : A} {V R : ℕ → A}
    (hV : ∀ i, J * V i = -(V i * J)) (hR : ∀ i, J * R i = R i * J) (n : ℕ) :
    J * chain V R n = (-1 : ℂ) ^ (n + 1) • (chain V R n * J) := by
  induction n with
  | zero => simp [chain, hV]
  | succ n ih =>
    calc J * (chain V R n * R (n + 1) * V (n + 1))
        = (J * chain V R n) * R (n + 1) * V (n + 1) := by simp only [mul_assoc]
      _ = (-1 : ℂ) ^ (n + 1) • (chain V R n * (J * R (n + 1)) * V (n + 1)) := by
          rw [ih]; simp only [smul_mul_assoc, mul_assoc]
      _ = (-1 : ℂ) ^ (n + 1) • (chain V R n * R (n + 1) * (J * V (n + 1))) := by
          rw [hR]; simp only [mul_assoc]
      _ = (-1 : ℂ) ^ (n + 1 + 1) • (chain V R n * R (n + 1) * V (n + 1) * J) := by
          rw [hV, pow_succ (-1 : ℂ) (n + 1)]
          simp only [mul_neg, mul_one, neg_smul, smul_neg, mul_assoc]

/-- Parity selection rule: an operator that is odd under inversion does not connect
two subspaces of the same parity `s`. -/
theorem parity_selection_rule {J P Q X : A} {s : ℂ} (hJ : J * J = 1)
    (hP : P * J = s • P) (hQ : J * Q = s • Q) (hX : J * X = -(X * J)) :
    P * X * Q = 0 := by
  -- Let inversion act first on the left subspace, then on the right one.
  have h1 : s • (P * X * Q) = -(s • (P * X * Q)) := by
    calc s • (P * X * Q) = (s • P) * X * Q := by simp only [smul_mul_assoc]
      _ = P * (J * X) * Q := by rw [← hP]; simp only [mul_assoc]
      _ = -(P * X * (J * Q)) := by
          rw [hX]; simp only [mul_neg, neg_mul, mul_assoc]
      _ = -(s • (P * X * Q)) := by rw [hQ, mul_smul_comm]
  have h2 : s • (P * X * Q) = 0 := by
    linear_combination (norm := module) (1 / 2 : ℂ) • h1
  -- Inverting twice does nothing, so the factor `s` can be removed.
  have h3 : s • s • P = P := by
    calc s • s • P = P * J * J := by rw [hP, smul_mul_assoc, hP]
      _ = P := by rw [mul_assoc, hJ, mul_one]
  calc P * X * Q = (s • s • P) * X * Q := by rw [h3]
    _ = s • (s • (P * X * Q)) := by simp only [smul_mul_assoc]
    _ = 0 := by rw [h2, smul_zero]

/-- With inversion symmetry, the term `P V₀ R₁ V₁ ⋯ Rₙ Vₙ P` vanishes for every even `n`,
that is, for every odd number of couplings, in a band subspace of definite parity. -/
theorem odd_order_vanishes {J P : A} {s : ℂ} {V R : ℕ → A} (hJ : J * J = 1)
    (hJP : J * P = s • P) (hPJ : P * J = s • P)
    (hV : ∀ i, J * V i = -(V i * J)) (hR : ∀ i, J * R i = R i * J)
    {n : ℕ} (hn : Even n) :
    P * chain V R n * P = 0 := by
  apply parity_selection_rule hJ hPJ hJP
  rw [chain_parity hV hR n, hn.add_one.neg_one_pow, neg_smul, one_smul]

/-- With inversion symmetry, every third-order k·p product `P πₐ R₁ π_b R₂ π_c P` vanishes in a band
subspace of definite parity. -/
theorem cubic_tensor_vanishes {J P R₁ R₂ : A} {s : ℂ} {π : Fin 3 → A} (hJ : J * J = 1)
    (hJP : J * P = s • P) (hPJ : P * J = s • P)
    (hπ : ∀ a, J * π a = -(π a * J)) (h₁ : J * R₁ = R₁ * J) (h₂ : J * R₂ = R₂ * J)
    (a b c : Fin 3) :
    P * (π a * R₁ * π b * R₂ * π c) * P = 0 := by
  have h := odd_order_vanishes (n := 2)
    (V := fun i => π (if i = 0 then a else if i = 1 then b else c))
    (R := fun i => if i = 1 then R₁ else R₂) hJ hJP hPJ (fun i => hπ _)
    (fun i => by dsimp only; split_ifs <;> assumption) (by decide)
  simpa [chain] using h

end

end InversionKP
```

The compiler's answer:

```
Main.lean:77:17: error: `dsimp` made no progress
```

The mended proof, as a diff:

```diff
@@ -75,5 +75,5 @@
     (V := fun i => π (if i = 0 then a else if i = 1 then b else c))
     (R := fun i => if i = 1 then R₁ else R₂) hJ hJP hPJ (fun i => hπ _)
-    (fun i => by dsimp only; split_ifs <;> assumption) (by decide)
+    (fun i => by split_ifs <;> assumption) (by decide)
   simpa [chain] using h
 
```

Cause. The error comes from the argument showing that every intermediate operator commutes with `J`. The sequence `R` is given as `fun i => if i = 1 then R₁ else R₂`, and `dsimp only` was there to replace this function applied to `i` by its value, the `if` expression. The message says that `dsimp only` found nothing to simplify. Lean had already carried out that replacement when the tactic ran, so the goal contained the `if` expression directly. `dsimp` fails when it changes nothing, and this failure stopped the tactic block before `split_ifs` was reached.

The repair deletes `dsimp only`. `split_ifs` can work on the goal as it stands and splits it into the cases `i = 1` and `i ≠ 1`. These ask that `R₁` and `R₂` respectively commute with `J`, which are the hypotheses `h₁` and `h₂`, so `assumption` closes both.
